# Reciprocal-lattice vectors in two dimensions add as their integer indices do

In a two-dimensional crystal, a reciprocal-lattice vector is an integer combination of two basis vectors, here the columns of a real 2×2 matrix `B`. The lemma `recipVec_add` says that adding two pairs of integer indices adds the corresponding vectors: B(g + k) = Bg + Bk. `B` is arbitrary, so its columns need not be linearly independent. The attempt compares the two sides at a component `i`, expands the matrix-vector products with `simp`, and leaves the remaining algebra to `ring`.

The first attempt, which Lean rejects:

```lean
import Mathlib

open Matrix

namespace IntermediatePlaneSpacing

noncomputable section

/-- The reciprocal-lattice vector with integer indices `g` in the reciprocal basis formed by
the columns of `B`. -/
def recipVec (B : Matrix (Fin 2) (Fin 2) ℝ) (g : Fin 2 → ℤ) : Fin 2 → ℝ :=
  B *ᵥ (fun i => (g i : ℝ))

lemma recipVec_add (B : Matrix (Fin 2) (Fin 2) ℝ) (g k : Fin 2 → ℤ) :
    recipVec B (g + k) = recipVec B g + recipVec B k := by
  ext i
  simp [recipVec, Matrix.mulVec, dotProduct, Fin.sum_univ_two]
  ring

end

end IntermediatePlaneSpacing
```

Lean reports:

```
Try this:
  [apply] ring_nf
  
  The `ring` tactic failed to close the goal. Use `ring_nf` to obtain a normal form.
    
  Note that `ring` works primarily in *commutative* rings. If you have a noncommutative ring, abelian group or module, consider using `noncomm_ring`, `abel` or `module` instead.
Main.lean:15:56: error: unsolved goals
B : Matrix (Fin 2) (Fin 2) ℝ
g k : Fin 2 → ℤ
i : Fin 2
⊢ B i 0 * ↑(g 0) + B i 0 * ↑(k 0) + B i 1 * ↑(g 1) + B i 1 * ↑(k 1) =
    ![↑(g 0) * B 0 0 + ↑(g 1) * B 0 1, ↑(g 0) * B 1 0 + ↑(g 1) * B 1 1] i +
      ![↑(k 0) * B 0 0 + ↑(k 1) * B 0 1, ↑(k 0) * B 1 0 + ↑(k 1) * B 1 1] i
```

Cause. The suggestion to try `ring_nf` is what `ring` prints when it fails to close a goal, and the error shows the goal left over. On the left is an ordinary sum with entries `B i 0` and `B i 1`. On the right, each product has become an explicit two-entry vector, `![…, …]`, evaluated at `i`. Since `i` is a variable, neither entry is selected, and `ring`, which knows only the algebra, cannot match these terms with the sum on the left.

The plain `simp` used Lean's default simplification lemmas as well as the listed ones, and so brought the two sides to different forms. The repair uses `simp only`, which keeps to the lemmas named, so both sides expand to sums over the entries of row `i`. Two lemmas now have to be named: `Pi.add_apply`, which evaluates a sum of functions at an index, and `Int.cast_add`, which splits the cast of an integer sum into a sum of real numbers. What remains is distributivity and reordering, which `ring` proves.

The mended proof, as a diff:

```diff
@@ -15,5 +15,6 @@
     recipVec B (g + k) = recipVec B g + recipVec B k := by
   ext i
-  simp [recipVec, Matrix.mulVec, dotProduct, Fin.sum_univ_two]
+  simp only [recipVec, Matrix.mulVec, dotProduct, Fin.sum_univ_two, Pi.add_apply,
+    Int.cast_add]
   ring
 
```
